# The Resta determinant of Bloch bands on a finite ring is a sign times the closed product of overlap determinants

For two k-points, the matrix with zero diagonal, m₀ at position (0, 1) and m₁ at position (1, 0) has determinant −m₀m₁, because swapping its two columns makes it diagonal and costs one sign. The file below extends this to N ≥ 1 k-points and several bands, and shows that Bloch orbitals on a ring of N cells, with the cell index as position, produce a matrix of this shape.

In Lean 4 with Mathlib:

```lean
import Mathlib

open Matrix ComplexConjugate
open scoped InnerProductSpace

namespace RestaBerryProduct

noncomputable section

variable {N : ℕ} [NeZero N]

/-- One step `k ↦ k + 1` around the closed mesh of `N` k-points. -/
def shift (N : ℕ) : Equiv.Perm (ZMod N) := Equiv.addRight 1

/-- The one-band link matrix: entry `m k` at position `(k, k + 1)`, zero elsewhere. -/
def linkMatrix {R : Type*} [CommRing R] (m : ZMod N → R) : Matrix (ZMod N) (ZMod N) R :=
  Matrix.of fun k l => if l = k + 1 then m k else 0

/-- The many-band link matrix, indexed by (band, k-point): block `M k` at position
`(k, k + 1)`, zero elsewhere. -/
def blockLinkMatrix {R n : Type*} [CommRing R] (M : ZMod N → Matrix n n R) :
    Matrix (n × ZMod N) (n × ZMod N) R :=
  Matrix.of fun p q => if q.2 = p.2 + 1 then M p.2 p.1 q.1 else 0

/-- The step around a mesh of `N` k-points is a permutation of sign `(-1)^(N-1)`. -/
theorem sign_shift : Equiv.Perm.sign (shift N) = (-1) ^ (N - 1) := by
  obtain ⟨n, rfl⟩ := Nat.exists_eq_succ_of_ne_zero (NeZero.ne N)
  have h : shift (n + 1) = finRotate (n + 1) := by
    refine Equiv.ext fun i => ?_
    exact (finRotate_apply (n := n + 1) i).symm
  rw [h]
  exact sign_finRotate (n + 1)

/-- The determinant of the link matrix is `(-1)^(N-1)` times the product of all links. -/
theorem det_linkMatrix {R : Type*} [CommRing R] (m : ZMod N → R) :
    (linkMatrix m).det = (-1) ^ (N - 1) * ∏ k, m k := by
  -- shifting the columns by one step makes the matrix diagonal
  have h : (linkMatrix m).submatrix id (shift N) = diagonal m := by
    ext k l
    by_cases hkl : k = l
    · subst hkl
      simp [linkMatrix, shift]
    · simp [linkMatrix, shift, hkl, Ne.symm hkl]
  have hs : (((Equiv.Perm.sign (shift N) : ℤˣ) : ℤ) : R) = (-1) ^ (N - 1) := by
    rw [sign_shift]
    simp
  have hd := det_permute' (shift N) (linkMatrix m)
  rw [h, det_diagonal, hs] at hd
  have h1 : ((-1 : R) ^ (N - 1)) * (-1) ^ (N - 1) = 1 := by
    rw [← mul_pow]
    simp
  rw [hd, ← mul_assoc, h1, one_mul]

/-- Over an integral domain the determinant vanishes exactly when some link vanishes. -/
theorem det_linkMatrix_eq_zero_iff {R : Type*} [CommRing R] [IsDomain R] (m : ZMod N → R) :
    (linkMatrix m).det = 0 ↔ ∃ k, m k = 0 := by
  rw [det_linkMatrix, mul_eq_zero, Finset.prod_eq_zero_iff]
  simp

/-- For `n` bands the determinant is `(-1)^((N-1) n)` times the product of the determinants
of the link blocks. -/
theorem det_blockLinkMatrix {R n : Type*} [CommRing R] [Fintype n] [DecidableEq n]
    (M : ZMod N → Matrix n n R) :
    (blockLinkMatrix M).det = (-1) ^ ((N - 1) * Fintype.card n) * ∏ k, (M k).det := by
  -- shifting k in every band makes the matrix block diagonal
  have h : (blockLinkMatrix M).submatrix id (Equiv.prodCongrRight fun _ : n => shift N)
      = blockDiagonal M := by
    ext ⟨a, k⟩ ⟨b, l⟩
    by_cases hkl : k = l
    · subst hkl
      simp [blockLinkMatrix, shift, blockDiagonal_apply]
    · simp [blockLinkMatrix, shift, blockDiagonal_apply, hkl, Ne.symm hkl]
  have hs : (((Equiv.Perm.sign (Equiv.prodCongrRight fun _ : n => shift N) : ℤˣ) : ℤ) : R)
      = (-1) ^ ((N - 1) * Fintype.card n) := by
    rw [Equiv.Perm.sign_prodCongrRight, Finset.prod_const, sign_shift, pow_mul]
    simp
  have hd := det_permute' (Equiv.prodCongrRight fun _ : n => shift N) (blockLinkMatrix M)
  rw [h, det_blockDiagonal, hs] at hd
  have h1 : ((-1 : R) ^ ((N - 1) * Fintype.card n)) * (-1) ^ ((N - 1) * Fintype.card n) = 1 := by
    rw [← mul_pow]
    simp
  rw [hd, ← mul_assoc, h1, one_mul]

variable {E : Type*} [NormedAddCommGroup E] [InnerProductSpace ℂ E]

/-- The Bloch orbital `x ↦ N^(-1/2) exp(2πi k x / N) u` on a ring of `N` cells, with
cell-periodic part `u` in the intracell space `E`. -/
def bloch (k : ZMod N) (u : E) : ZMod N → E :=
  fun x => (((Real.sqrt N : ℝ) : ℂ)⁻¹ * ZMod.stdAddChar (k * x)) • u

/-- The matrix element `⟨φ| exp(-2πi X / N) |ψ⟩`, with `X` the cell index. -/
def twistElement (φ ψ : ZMod N → E) : ℂ :=
  ∑ x, ZMod.stdAddChar (-x) * ⟪φ x, ψ x⟫_ℂ

/-- The Resta matrix of a family of orbitals: all their elements of `exp(-2πi X / N)`. -/
def restaMatrix {ι : Type*} (φ : ι → ZMod N → E) : Matrix ι ι ℂ :=
  Matrix.of fun i j => twistElement (φ i) (φ j)

/-- Selection rule: between Bloch orbitals at `k` and `l` the element of `exp(-2πi X / N)` is
the overlap of the periodic parts if `l = k + 1`, and zero otherwise. -/
theorem twistElement_bloch (k l : ZMod N) (u v : E) :
    twistElement (bloch k u) (bloch l v) = if l = k + 1 then ⟪u, v⟫_ℂ else 0 := by
  have hc : conj (((Real.sqrt N : ℝ) : ℂ)⁻¹) = ((Real.sqrt N : ℝ) : ℂ)⁻¹ := by
    rw [map_inv₀, Complex.conj_ofReal]
  have hconj : ∀ y : ZMod N, conj (ZMod.stdAddChar y) = ZMod.stdAddChar (-y) := by
    intro y
    exact (AddChar.map_neg_eq_conj _ y).symm
  have hN : (N : ℂ) * (((Real.sqrt N : ℝ) : ℂ)⁻¹ * ((Real.sqrt N : ℝ) : ℂ)⁻¹) = 1 := by
    rw [← mul_inv, ← Complex.ofReal_mul, Real.mul_self_sqrt (Nat.cast_nonneg N),
      Complex.ofReal_natCast]
    exact mul_inv_cancel₀ (Nat.cast_ne_zero.2 (NeZero.ne N))
  -- the three plane-wave factors combine into one with wave number l - k - 1
  have key : ∀ x : ZMod N, ZMod.stdAddChar (-x) * ⟪bloch k u x, bloch l v x⟫_ℂ
      = ZMod.stdAddChar (x * (l - k - 1))
        * (((Real.sqrt N : ℝ) : ℂ)⁻¹ * ((Real.sqrt N : ℝ) : ℂ)⁻¹ * ⟪u, v⟫_ℂ) := by
    intro x
    have hx : ZMod.stdAddChar (x * (l - k - 1))
        = ZMod.stdAddChar (-x) * ZMod.stdAddChar (-(k * x)) * ZMod.stdAddChar (l * x) := by
      rw [← AddChar.map_add_eq_mul, ← AddChar.map_add_eq_mul]
      congr 1
      ring
    simp only [bloch]
    rw [inner_smul_left, inner_smul_right, map_mul, hc, hconj, hx]
    ring
  -- orthogonality of plane waves on the ring
  rw [twistElement, Finset.sum_congr rfl fun x _ => key x, ← Finset.sum_mul,
    AddChar.sum_mulShift _ (ZMod.isPrimitive_stdAddChar N)]
  by_cases h : l = k + 1
  · have h0 : l - k - 1 = 0 := by
      rw [h]
      ring
    rw [if_pos h0, if_pos h, ZMod.card, ← mul_assoc, hN, one_mul]
  · have h0 : ¬ (l - k - 1 = 0) := fun h0 => h (by linear_combination h0)
    rw [if_neg h0, if_neg h]
    simp

/-- The Resta determinant of one filled band is `(-1)^(N-1)` times the closed product of
overlaps `⟨u_k, u_(k+1)⟩`. -/
theorem det_resta_band (u : ZMod N → E) :
    (restaMatrix fun k => bloch k (u k)).det
      = (-1) ^ (N - 1) * ∏ k, ⟪u k, u (k + 1)⟫_ℂ := by
  rw [← det_linkMatrix]
  congr 1
  ext k l
  simp only [restaMatrix, linkMatrix, of_apply, twistElement_bloch]
  by_cases h : l = k + 1 <;> simp [h]

/-- The Resta determinant of `n` filled bands is `(-1)^((N-1) n)` times the product over `k`
of the determinants of the overlap matrices `⟨u_(a,k), u_(b,k+1)⟩`. -/
theorem det_resta_bands {n : Type*} [Fintype n] [DecidableEq n] (u : n → ZMod N → E) :
    (restaMatrix fun p : n × ZMod N => bloch p.2 (u p.1 p.2)).det
      = (-1) ^ ((N - 1) * Fintype.card n)
        * ∏ k, (Matrix.of fun a b => ⟪u a k, u b (k + 1)⟫_ℂ).det := by
  rw [← det_blockLinkMatrix]
  congr 1
  ext ⟨a, k⟩ ⟨b, l⟩
  simp only [restaMatrix, blockLinkMatrix, of_apply, twistElement_bloch]
  by_cases h : l = k + 1 <;> simp [h]

/-- The one-band Resta determinant is unchanged when each `u_k` is multiplied by a phase. -/
theorem det_resta_band_gauge (u : ZMod N → E) (z : ZMod N → ℂ) (hz : ∀ k, ‖z k‖ = 1) :
    (restaMatrix fun k => bloch k (z k • u k)).det
      = (restaMatrix fun k => bloch k (u k)).det := by
  rw [det_resta_band (fun k => z k • u k), det_resta_band u]
  congr 1
  simp only [inner_smul_left, inner_smul_right, Finset.prod_mul_distrib]
  -- each phase occurs once in a bra and once in a ket
  have h1 : ∏ k, z (k + 1) = ∏ k, z k := Equiv.prod_comp (shift N) z
  have h2 : (∏ k, conj (z k)) * ∏ k, z k = 1 := by
    rw [← Finset.prod_mul_distrib]
    refine Finset.prod_eq_one fun k _ => ?_
    rw [mul_comm, Complex.mul_conj, Complex.normSq_eq_norm_sq, hz]
    simp
  rw [h1]
  linear_combination (∏ k, ⟪u k, u (k + 1)⟫_ℂ) * h2

/-- For normalised `u_k` the one-band Resta determinant has modulus at most one. -/
theorem norm_det_resta_band_le (u : ZMod N → E) (hu : ∀ k, ‖u k‖ = 1) :
    ‖(restaMatrix fun k => bloch k (u k)).det‖ ≤ 1 := by
  rw [det_resta_band, norm_mul, norm_pow, norm_neg, norm_one, one_pow, one_mul]
  refine Finset.prod_induction _ (fun w : ℂ => ‖w‖ ≤ 1) ?_ (by simp) ?_
  · intro a b (ha : ‖a‖ ≤ 1) (hb : ‖b‖ ≤ 1)
    show ‖a * b‖ ≤ 1
    rw [norm_mul]
    nlinarith [norm_nonneg a, norm_nonneg b]
  · intro k _
    have h := norm_inner_le_norm (𝕜 := ℂ) (u k) (u (k + 1))
    rwa [hu, hu, one_mul] at h

end

end RestaBerryProduct
```
```lean
#print axioms RestaBerryProduct.det_linkMatrix_eq_zero_iff
-- 'RestaBerryProduct.det_linkMatrix_eq_zero_iff' depends on axioms: [propext, Classical.choice, Quot.sound]
#print axioms RestaBerryProduct.det_resta_bands
-- 'RestaBerryProduct.det_resta_bands' depends on axioms: [propext, Classical.choice, Quot.sound]
#print axioms RestaBerryProduct.det_resta_band_gauge
-- 'RestaBerryProduct.det_resta_band_gauge' depends on axioms: [propext, Classical.choice, Quot.sound]
#print axioms RestaBerryProduct.norm_det_resta_band_le
-- 'RestaBerryProduct.norm_det_resta_band_le' depends on axioms: [propext, Classical.choice, Quot.sound]
```

## A matrix with one link in each row

Let k and l run over the integers modulo N, let m_k be elements of a commutative ring, and let δ(k, l) be 1 for k = l modulo N and 0 otherwise. The link matrix is

L_kl = m_k δ(l, k+1).

Define D by taking column l+1 of L as column l of D:

D_kl = L_(k, l+1) = m_k δ(l+1, k+1) = m_k δ(k, l).

D is diagonal, so det D = ∏_k m_k. Permuting columns by the shift σ(l) = l+1 multiplies a determinant by sgn σ. The shift is a single cycle through all N labels, a product of N−1 transpositions, so sgn σ = (−1)^(N−1). Hence ∏_k m_k = (−1)^(N−1) det L, and since the sign squares to 1,

det L = (−1)^(N−1) ∏_k m_k.

For N = 1 the shift is the identity, the single entry sits at (0, 0), and det L = m₀. For N = 3 the result is +m₀m₁m₂.

In the file the labels are `ZMod N`, so that k + 1 wraps from N−1 to 0, and `[NeZero N]` says N ≥ 1. `sign_shift` writes N as a successor, identifies `shift` with Mathlib's `finRotate` and uses `sign_finRotate`. In `det_linkMatrix`, `(linkMatrix m).submatrix id (shift N)` is D, `h` shows that it equals `diagonal m`, `det_permute'` is the column rule, and `h1` says that the sign squares to 1. No division occurs, so any `CommRing R` will do. `det_linkMatrix_eq_zero_iff` adds `IsDomain R`, under which a product vanishes only if a factor does: then det L = 0 exactly when some m_k = 0.

For n bands, labelled a and b, each link becomes an n×n matrix M_k and rows carry a pair (a, k):

L_((a,k),(b,l)) = (M_k)_ab δ(l, k+1).

Taking column (b, l+1) as the new column (b, l) gives (M_k)_ab δ(k, l), a block-diagonal matrix with determinant ∏_k det M_k. The permutation consists of n disjoint copies of the N-cycle, so its sign is the n-th power of (−1)^(N−1):

det L = (−1)^((N−1)n) ∏_k det M_k.

This is `det_blockLinkMatrix`. There `n` is the type of band labels and `Fintype.card n` their number; `Equiv.prodCongrRight` builds the permutation, `Equiv.Perm.sign_prodCongrRight` gives its sign and `det_blockDiagonal` replaces `det_diagonal`.

## The twist couples k only to k + 1

Take a ring of N cells labelled x modulo N, and let E be the complex inner product space of states within one cell. An orbital is a function ψ with ψ(x) in E. With ω = exp(2πi/N), the Bloch orbital with label k and periodic part u in E is

ψ_(k,u)(x) = N^(−1/2) ω^(kx) u.

Its crystal momentum is 2πk/N in units of the inverse lattice constant, and Σ_x ‖ψ_(k,u)(x)‖² = ‖u‖², so the orbital is normalised when u is. Let X be the operator that multiplies ψ(x) by the cell index. X itself jumps where the ring closes, but the twist T = exp(−2πi X/N) multiplies ψ(x) by ω^(−x), which is single-valued. For u, v in E,

⟨ψ_(k,u)| T |ψ_(l,v)⟩ = Σ_x ω^(−x) · N^(−1/2) ω^(−kx) · N^(−1/2) ω^(lx) ⟨u, v⟩
= ⟨u, v⟩ (1/N) Σ_x ω^(x(l−k−1)).

Put s = l−k−1. If s = 0 modulo N, every term is 1 and the sum is N. Otherwise ω^s ≠ 1 and the geometric sum is (ω^(sN) − 1)/(ω^s − 1) = 0. Therefore

⟨ψ_(k,u)| T |ψ_(l,v)⟩ = ⟨u, v⟩ δ(l, k+1).

In the file `ZMod.stdAddChar y` is ω^y, `bloch k u` is ψ_(k,u), and `twistElement φ ψ` is the sum over cells that defines ⟨φ|T|ψ⟩. Mathlib's `⟪u, v⟫_ℂ` is antilinear in the first slot, as a bra-ket is. The minus sign in T fixes the direction of the links: T lowers the label of the ket by one. In `twistElement_bloch`, `hc` and `hconj` conjugate the bra's prefactor, `key` merges the three plane waves into one with wave number `l - k - 1`, `AddChar.sum_mulShift` applied to `ZMod.isPrimitive_stdAddChar N` is the geometric sum, and `hN` cancels N against the two factors N^(−1/2).

## Filled bands and the closed product

`restaMatrix φ` collects the elements of T between all members of a family of orbitals. A filled band is a family with one orbital ψ_(k,u_k) for each k. The selection rule makes its Resta matrix S a link matrix with m_k = ⟨u_k, u_(k+1)⟩, and `det_resta_band` states

det S = (−1)^(N−1) ∏_k ⟨u_k, u_(k+1)⟩.

For n bands with periodic parts u_(a,k), the blocks are the overlap matrices (M_k)_ab = ⟨u_(a,k), u_(b,k+1)⟩, and `det_resta_bands` states

det S = (−1)^((N−1)n) ∏_k det M_k.

Both proofs compare entries, by cases on `l = k + 1`, with `linkMatrix` or `blockLinkMatrix`. Neither theorem assumes normalised or orthogonal periodic parts, or finite dimension of E. For one band, N = 1 gives ⟨u₀, u₀⟩ and N = 2 gives −|⟨u₀, u₁⟩|², so in this model, where position within a cell is dropped and the family closes with u_N = u₀, a non-real closed product needs at least three k-points. If u_k is the same unit vector for all k, det S = (−1)^(N−1). This equals exp(−2πi (0 + 1 + … + (N−1))/N), the value of the twist for one particle in each of the cells 0, …, N−1.

## Phases and modulus for one band

A state fixes u_k only up to a phase, which is the content of the hypothesis `hz : ∀ k, ‖z k‖ = 1` on complex numbers z_k. Under u_k → z_k u_k each link acquires the factor conj(z_k) z_(k+1). Because the mesh is closed, ∏_k z_(k+1) = ∏_k z_k, and so

∏_k conj(z_k) z_(k+1) = ∏_k conj(z_k) z_k = ∏_k |z_k|² = 1.

In `det_resta_band_gauge`, `h1` is the relabelling by `shift N` and `h2` the product of squared moduli; the conclusion is that det S is unchanged. With `hu : ∀ k, ‖u k‖ = 1`, which normalises each Bloch orbital, the Cauchy–Schwarz inequality `norm_inner_le_norm` gives |⟨u_k, u_(k+1)⟩| ≤ 1. The sign has modulus 1 and a product of numbers of modulus at most 1 stays so (`Finset.prod_induction`), which gives |det S| ≤ 1 in `norm_det_resta_band_le`.

## Bearing on polarisation, and the limits of the model

For non-interacting electrons filling n bands of a finite ring, Resta's single-point expression for the electronic polarisation is built from the phase of the expectation value of exp(+2πi X_tot/N), with X_tot the total position in units of the lattice constant. If position is taken as the cell index and each orbital of an orthonormal family is occupied once (spin, if present, counted among the band labels), that expectation value is the complex conjugate of det S, since T carries the opposite sign in the exponent. The theorems show that det S equals, up to the stated sign, the product of overlap determinants, and minus the phase of that product is the discrete Berry phase on a k-mesh in the usual convention. The theorems begin at the determinant. No many-electron state appears, so the step from a Slater determinant of orthonormal orbitals to det S is taken as the definition of the quantity studied, and correlated states, to which Resta's expression also applies, are not treated. No Hamiltonian or gap enters: the u_k are arbitrary vectors. No logarithm or limit N → ∞ is taken; a phase exists only when det S ≠ 0, which for one band requires every overlap ⟨u_k, u_(k+1)⟩ to be non-zero.

Position is the cell index alone. T acts as the identity on E, so orbital positions within the cell contribute nothing, and the family closes with u_N = u₀ because k lives in `ZMod N`. The model is one-dimensional. Gauge invariance and the modulus bound are established for one band; unitary mixing of several bands is not covered.

## A twist of q quanta

The following variant is argued only in prose and is not among the theorems of the file. For an integer q, replace T by exp(−2πi qX/N). The exponent in the geometric sum becomes l−k−q, so k couples to k+q. The column permutation is σ^q, with sign (−1)^(q(N−1)), and the one-band determinant becomes

(−1)^(q(N−1)) ∏_k ⟨u_k, u_(k+q)⟩.

The choice q = −1 reverses every link and gives the complex conjugate of det S.
